# An upper bound on the interference term of two orthogonal states for a non-negative observable

For a symmetric linear operator `T` on a real or complex inner product space, the quadratic form Re⟨x, Tx⟩ is the expectation value when x is a unit vector, and ‖x‖² times the normalised expectation value for any other nonzero x. The theorem `interference_le` assumes that this form lies between l‖x‖² and L‖x‖² for every x, with 0 ≤ l ≤ L. It states that for orthogonal x and y, which need not be normalised, the interference term 2 Re⟨x, Ty⟩ times L + l is at most L − l times Re⟨x, Tx⟩ + Re⟨y, Ty⟩. The proof uses the fact that x + y and x − y have the same norm: it applies the upper bound to the sum and the lower bound to the difference, multiplies these by l and L respectively, and combines them.

Lean 4 with Mathlib refuses this proof:

```lean
import Mathlib

open Matrix

namespace InterferenceLe

noncomputable section

variable {𝕜 E : Type*} [RCLike 𝕜] [NormedAddCommGroup E] [InnerProductSpace 𝕜 E]

/-- The real part of the expectation value `⟨x, T x⟩`, for a vector `x` of any norm. -/
def expect (T : E →ₗ[𝕜] E) (x : E) : ℝ := RCLike.re (inner 𝕜 x (T x))

/-- The real part of `⟨x, T x⟩` lies between `l‖x‖²` and `L‖x‖²` for every vector `x`. -/
def RayleighBounds (T : E →ₗ[𝕜] E) (l L : ℝ) : Prop :=
  ∀ x : E, l * ‖x‖ ^ 2 ≤ expect T x ∧ expect T x ≤ L * ‖x‖ ^ 2

/-- The expectation value in a superposition is the sum of the two expectation values and
an interference term, for symmetric `T`. -/
theorem expect_add {T : E →ₗ[𝕜] E} (hT : T.IsSymmetric) (x y : E) :
    expect T (x + y) = expect T x + expect T y + 2 * RCLike.re (inner 𝕜 x (T y)) := by
  have h : RCLike.re (inner 𝕜 y (T x)) = RCLike.re (inner 𝕜 x (T y)) := by
    rw [← hT y x, inner_re_symm]
  simp only [expect, map_add, inner_add_left, inner_add_right]
  linarith

/-- For orthogonal `x` and `y` and symmetric `T` with Rayleigh bounds `0 ≤ l ≤ L`, the interference
term times `L + l` is at most `L - l` times the sum of the two expectation values. -/
theorem interference_le {T : E →ₗ[𝕜] E} (hT : T.IsSymmetric) {l L : ℝ} (hl : 0 ≤ l)
    (hlL : l ≤ L) (hB : RayleighBounds T l L) {x y : E} (hxy : inner 𝕜 x y = 0) :
    (L + l) * (2 * RCLike.re (inner 𝕜 x (T y))) ≤ (L - l) * (expect T x + expect T y) := by
  have h1 := expect_add hT x y
  have h2 : expect T (x - y)
      = expect T x + expect T y - 2 * RCLike.re (inner 𝕜 x (T y)) := by
    have h := expect_add hT x (-y)
    simp only [expect, map_neg, inner_neg_neg, inner_neg_right] at h ⊢
    rw [sub_eq_add_neg x y]
    linarith
  -- the sum and the difference have the same norm
  have n1 : ‖x + y‖ ^ 2 = ‖x‖ ^ 2 + ‖y‖ ^ 2 := by
    rw [norm_add_sq (𝕜 := 𝕜), hxy]; simp
  have n2 : ‖x - y‖ ^ 2 = ‖x‖ ^ 2 + ‖y‖ ^ 2 := by
    rw [norm_sub_sq (𝕜 := 𝕜), hxy]; simp
  have m1 := mul_le_mul_of_nonneg_left (hB (x + y)).2 hl
  have m2 := mul_le_mul_of_nonneg_left (hB (x - y)).1 (hl.trans hlL)
  rw [h1, n1] at m1
  rw [h2, n2] at m2
  linear_combination m1 + m2

end

end InterferenceLe
```

The compiler's answer:

```
Main.lean:38:4: error: linarith failed to find a contradiction
case h1
𝕜 : Type u_1
E : Type u_2
inst✝² : RCLike 𝕜
inst✝¹ : NormedAddCommGroup E
inst✝ : InnerProductSpace 𝕜 E
T : E →ₗ[𝕜] E
hT : T.IsSymmetric
l L : ℝ
hl : 0 ≤ l
hlL : l ≤ L
hB : RayleighBounds T l L
x y : E
hxy : inner 𝕜 x y = 0
h1 : expect T (x + y) = expect T x + expect T y + 2 * RCLike.re (inner 𝕜 x (T y))
h :
  RCLike.re (inner 𝕜 (x + -y) (T (x + -y))) =
    RCLike.re (inner 𝕜 x (T x)) + -RCLike.re (inner 𝕜 (-y) (T y)) + 2 * -RCLike.re (inner 𝕜 x (T y))
a✝ :
  RCLike.re (inner 𝕜 (x + -y) (T (x + -y))) <
    RCLike.re (inner 𝕜 x (T x)) + RCLike.re (inner 𝕜 y (T y)) - 2 * RCLike.re (inner 𝕜 x (T y))
⊢ False
failed
Main.lean:36:32: warning: This simp argument is unused:
  inner_neg_neg

Hint: Omit it from the simp argument list.
  [apply] simp only [expect, map_neg, inner_neg_right] at h ⊢

Note: This linter can be disabled with `set_option linter.unusedSimpArgs false`
```

Diagnosis. The error arises in the proof of `h2`, the expansion of the form at x − y, which is obtained from `expect_add` with −y in place of y. There `map_neg` turns `T (-y)` into `-T y`, so the form at −y becomes an inner product with a minus sign in both arguments. `inner_neg_neg` would remove both signs at once, but `inner_neg_right` took out the right-hand one first, and the pattern of `inner_neg_neg` was gone. The warning accordingly reports that lemma as unused.

What remains in `h` is `-RCLike.re (inner 𝕜 (-y) (T y))`, while the goal contains `RCLike.re (inner 𝕜 y (T y))`. `linarith` treats these two real parts as unrelated quantities, since its linear arithmetic does not know how the inner product handles a minus sign, and so it finds no contradiction.

The repair replaces `inner_neg_neg` with `inner_neg_left`, which takes the remaining sign out of the left argument. `map_neg` then moves it outside the real part, the two signs cancel, and `linarith` can close the goal.

The change, after which it compiles:

```diff
@@ -34,5 +34,5 @@
       = expect T x + expect T y - 2 * RCLike.re (inner 𝕜 x (T y)) := by
     have h := expect_add hT x (-y)
-    simp only [expect, map_neg, inner_neg_neg, inner_neg_right] at h ⊢
+    simp only [expect, map_neg, inner_neg_left, inner_neg_right] at h ⊢
     rw [sub_eq_add_neg x y]
     linarith
```
